# The tail integral of \(r^n e^{-ar}\) as a finite sum, for \(a>0\) and natural \(n\)

The Coulomb repulsion between two Slater-type charge distributions on the same nucleus leads to nested radial integrals. A closed form for the inner integral leaves a single integral over the other radius, with no quadrature error from the inner one. For \(a>0\), natural \(n\) and real \(x\), the inner integral is

\[
\int_x^\infty r^n e^{-ar}\,dr=\frac{n!\,e^{-ax}}{a^{n+1}}\sum_{k=0}^{n}\frac{(ax)^k}{k!}.
\]

Here \(r\) is the radius of the electron farther from the nucleus, \(x\) is the radius of the nearer one, and \(a\), which belongs to the farther electron, is the sum of the two orbital exponents in its charge distribution; \(a>0\) says that this distribution decays. The power \(n\) collects the orbital powers, the volume element and the multipole factor.

```lean
import Mathlib

open MeasureTheory Set Filter Topology

namespace SlaterTailIntegral

noncomputable section
```

Write \(F_n(x)\) for the right-hand side. In Lean it is `slaterTail n a x`, and `Finset.range (n + 1)` runs over \(k=0,\dots,n\). At this stage it is only an expression, not yet an integral.

```lean
/-- The closed form `n! exp(-ax) / a^(n+1) * ∑_{k ≤ n} (ax)^k / k!`, as a function of the
power `n`, the exponent `a` and the radius `x`. -/
def slaterTail (n : ℕ) (a x : ℝ) : ℝ :=
  (n.factorial : ℝ) * Real.exp (-(a * x)) / a ^ (n + 1) *
    ∑ k ∈ Finset.range (n + 1), (a * x) ^ k / (k.factorial : ℝ)
```

## From integration by parts to an antiderivative

Integrating by parts lowers the power by one and leaves a boundary term, which suggests

\[
F_{n+1}(x)=\frac{x^{n+1}e^{-ax}}{a}+\frac{n+1}{a}F_n(x).
\]

For the closed form this is algebra. The last term of the sum in \(F_{n+1}\), with \(k=n+1\), is the boundary term, because \((n+1)!\) cancels; the remaining terms are \((n+1)/a\) times \(F_n\). The proof splits off that term with `Finset.sum_range_succ` and treats the rest of the sum as a single symbol.

```lean
/-- The recursion in the power of `r` that integration by parts suggests: a boundary term
plus `(n+1)/a` times the closed form for the next lower power. -/
theorem slaterTail_succ {a : ℝ} (ha : a ≠ 0) (n : ℕ) (x : ℝ) :
    slaterTail (n + 1) a x =
      x ^ (n + 1) * Real.exp (-(a * x)) / a + ((n : ℝ) + 1) / a * slaterTail n a x := by
  unfold slaterTail
  rw [Finset.sum_range_succ _ (n + 1)]
  generalize (∑ k ∈ Finset.range (n + 1), (a * x) ^ k / (k.factorial : ℝ)) = S
  generalize Real.exp (-(a * x)) = E
  have hf : (n.factorial : ℝ) ≠ 0 := by exact_mod_cast n.factorial_ne_zero
  have hn : (n : ℝ) + 1 ≠ 0 := by positivity
  rw [Nat.factorial_succ, mul_pow]
  push_cast
  field_simp
  ring
```

Next, \(F_n'(x)=-x^n e^{-ax}\), by induction. For \(n=0\), \(F_0=e^{-ax}/a\) has derivative \(-e^{-ax}\). For the step, differentiate the recursion:

\[
F_{n+1}'=\frac{(n+1)x^n e^{-ax}}{a}-x^{n+1}e^{-ax}-\frac{n+1}{a}x^n e^{-ax}=-x^{n+1}e^{-ax}.
\]

Only \(a\neq0\) is needed so far.

```lean
/-- For nonzero `a`, the derivative of the closed form with respect to `x` is `-x^n exp(-ax)`. -/
theorem hasDerivAt_slaterTail {a : ℝ} (ha : a ≠ 0) (n : ℕ) (x : ℝ) :
    HasDerivAt (slaterTail n a) (-(x ^ n * Real.exp (-(a * x)))) x := by
  have hE : HasDerivAt (fun r : ℝ => Real.exp (-(a * r))) (-(a * Real.exp (-(a * x)))) x :=
    (((hasDerivAt_id' x).const_mul a).fun_neg.exp).congr_deriv (by ring)
  induction n with
  | zero =>
    have h0 : slaterTail 0 a = fun r => Real.exp (-(a * r)) / a := by
      funext r
      simp [slaterTail]
    rw [h0]
    refine (hE.div_const a).congr_deriv ?_
    rw [pow_zero, one_mul, neg_div, mul_div_cancel_left₀ _ ha]
  | succ n ih =>
    -- differentiate the recursion; the terms in `x ^ n` cancel
    rw [funext (slaterTail_succ ha n)]
    refine ((((hasDerivAt_pow (n + 1) x).fun_mul hE).div_const a).fun_add
      (ih.const_mul (((n : ℝ) + 1) / a))).congr_deriv ?_
    generalize Real.exp (-(a * x)) = E
    simp only [Nat.add_sub_cancel]
    push_cast
    field_simp
    ring
```

## Behaviour at infinity

With \(a>0\), \(F_n(r)\) is a finite sum of constants times \((ar)^k e^{-ar}\). Each term tends to zero as \(r\to\infty\), since the exponential beats any power, and so does the sum.

```lean
/-- For `a > 0` the closed form tends to zero as the radius tends to infinity. -/
theorem tendsto_slaterTail {a : ℝ} (ha : 0 < a) (n : ℕ) :
    Tendsto (slaterTail n a) atTop (𝓝 0) := by
  have hy : Tendsto (fun r : ℝ => a * r) atTop atTop := tendsto_id.const_mul_atTop ha
  have h : Tendsto (fun r : ℝ => ∑ k ∈ Finset.range (n + 1),
      ((n.factorial : ℝ) / a ^ (n + 1) / (k.factorial : ℝ)) *
        ((a * r) ^ k * Real.exp (-(a * r)))) atTop
      (𝓝 (∑ k ∈ Finset.range (n + 1),
        ((n.factorial : ℝ) / a ^ (n + 1) / (k.factorial : ℝ)) * 0)) :=
    tendsto_finsetSum _ fun k _ =>
      ((Real.tendsto_pow_mul_exp_neg_atTop_nhds_zero k).comp hy).const_mul _
  simp only [mul_zero, Finset.sum_const_zero] at h
  refine h.congr fun r => ?_
  rw [slaterTail, Finset.mul_sum]
  exact Finset.sum_congr rfl fun k _ => by ring
```

The integral must also converge. On \(r>0\) the integrand is nonnegative and has the antiderivative \(-F_n\), which has a finite limit, so it is integrable there. A negative lower limit adds only the bounded interval \((x,0]\), where the integrand is continuous. This has its own theorem because the fundamental theorem of calculus on the half-line and the later exchange of a sum with an integral both take integrability as a hypothesis.

```lean
/-- The radial function `r^n exp(-ar)` with `a > 0` is integrable beyond any lower limit. -/
theorem integrableOn_pow_mul_exp {a : ℝ} (ha : 0 < a) (n : ℕ) (x : ℝ) :
    IntegrableOn (fun r : ℝ => r ^ n * Real.exp (-(a * r))) (Ioi x) := by
  have h0 : IntegrableOn (fun r : ℝ => r ^ n * Real.exp (-(a * r))) (Ioi 0) :=
    integrableOn_Ioi_deriv_of_nonneg' (g := fun r => -slaterTail n a r)
      (fun r _ => (hasDerivAt_slaterTail ha.ne' n r).fun_neg.congr_deriv (neg_neg _))
      (fun r hr => mul_nonneg (pow_nonneg (le_of_lt hr) n) (Real.exp_pos _).le)
      (tendsto_slaterTail ha n).neg
  have hc : Continuous (fun r : ℝ => r ^ n * Real.exp (-(a * r))) := by fun_prop
  -- a negative lower limit only adds a bounded interval
  refine ((hc.integrableOn_Ioc (a := x) (b := 0)).union h0).mono_set ?_
  intro r hr
  rcases le_or_gt r 0 with h | h
  · exact Or.inl ⟨hr, h⟩
  · exact Or.inr h
```

The fundamental theorem of calculus on the half-line now gives

\[
\int_x^\infty r^n e^{-ar}\,dr=0-\bigl(-F_n(x)\bigr)=F_n(x).
\]

In the statement, `Ioi x` is the set \(r>x\). A radius has \(x\ge0\), but the formula holds for every real \(x\).

```lean
/-- **Tail formula.** For `a > 0` the integral of `r^n exp(-ar)` over `r > x` is
`n! exp(-ax) / a^(n+1)` times the exponential series of `ax` cut off after order `n`. -/
theorem integral_tail {a : ℝ} (ha : 0 < a) (n : ℕ) (x : ℝ) :
    ∫ r in Ioi x, r ^ n * Real.exp (-(a * r)) =
      (n.factorial : ℝ) * Real.exp (-(a * x)) / a ^ (n + 1) *
        ∑ k ∈ Finset.range (n + 1), (a * x) ^ k / (k.factorial : ℝ) := by
  have hd : ∀ r ∈ Ici x, HasDerivAt (fun r => -slaterTail n a r)
      ((fun r : ℝ => r ^ n * Real.exp (-(a * r))) r) r := fun r _ =>
    (hasDerivAt_slaterTail ha.ne' n r).fun_neg.congr_deriv (neg_neg _)
  have h := integral_Ioi_of_hasDerivAt_of_tendsto' hd (integrableOn_pow_mul_exp ha n x)
    (tendsto_slaterTail ha n).neg
  exact h.trans (show -(0 : ℝ) - -slaterTail n a x = slaterTail n a x by ring)
```

## The full moment and the charge inside a sphere

At \(x=0\) only the term \(k=0\) survives, which leaves \(n!/a^{n+1}\).

```lean
/-- The full radial moment: the integral of `r^n exp(-ar)` over all `r > 0` is
`n! / a^(n+1)`. -/
theorem integral_moment {a : ℝ} (ha : 0 < a) (n : ℕ) :
    ∫ r in Ioi (0 : ℝ), r ^ n * Real.exp (-(a * r)) = (n.factorial : ℝ) / a ^ (n + 1) := by
  rw [integral_tail ha, Finset.sum_range_succ']
  simp
```

Between \(0\) and \(x\) the same antiderivative gives \(F_n(0)-F_n(x)\), the charge inside radius \(x\) when the integrand is the charge per unit radius, with the factor \(r^2\) of the volume element already included in \(r^n\). On a bounded interval nothing has to decay, so \(a\neq0\) suffices.

```lean
/-- The complementary integral of `r^n exp(-ar)` from the origin out to the radius `x`,
for any nonzero exponent `a`. -/
theorem integral_head {a : ℝ} (ha : a ≠ 0) (n : ℕ) (x : ℝ) :
    ∫ r in (0 : ℝ)..x, r ^ n * Real.exp (-(a * r)) =
      (n.factorial : ℝ) / a ^ (n + 1) * (1 - Real.exp (-(a * x)) *
        ∑ k ∈ Finset.range (n + 1), (a * x) ^ k / (k.factorial : ℝ)) := by
  have hc : Continuous (fun r : ℝ => r ^ n * Real.exp (-(a * r))) := by fun_prop
  have h := intervalIntegral.integral_eq_sub_of_hasDerivAt
    (f := fun r => -slaterTail n a r) (a := 0) (b := x)
    (fun r _ => (hasDerivAt_slaterTail ha n r).fun_neg.congr_deriv (neg_neg _))
    (hc.intervalIntegrable 0 x)
  have h0 : slaterTail n a 0 = (n.factorial : ℝ) / a ^ (n + 1) := by
    rw [slaterTail, Finset.sum_range_succ']
    simp
  rw [h, h0, slaterTail]
  ring
```

The same argument gives the integral over a shell from \(x\) to \(y\) as \(F_n(x)-F_n(y)\), a neighbouring result that is not proved here.

## Two electrons in a fixed radial order

Let the inner electron, at radius \(s\), carry \(s^m e^{-bs}\). Inserting the tail formula merges the exponentials into \(e^{-(a+b)s}\), and each term becomes a full moment:

\[
\int_0^\infty s^m e^{-bs}\int_s^\infty r^n e^{-ar}\,dr\,ds
=\sum_{k=0}^{n}\frac{n!}{a^{n+1}}\,\frac{a^k}{k!}\,\frac{(m+k)!}{(a+b)^{m+k+1}}.
\]

For \(m=n=0\) this is \(1/\bigl(a(a+b)\bigr)\). The hypotheses are \(a>0\) and \(a+b>0\); orbital exponents satisfy both. In the proof, `h` rewrites the integrand as a finite sum of constants times \(s^{m+k}e^{-(a+b)s}\), and integrability of each term allows the sum and the integral to be exchanged.

```lean
/-- The ordered two-electron radial integral, with the second electron outside the first
(`r > s`), is a finite sum of factorials over powers of `a` and `a + b`. -/
theorem integral_two_electron {a b : ℝ} (ha : 0 < a) (hab : 0 < a + b) (m n : ℕ) :
    ∫ s in Ioi (0 : ℝ), s ^ m * Real.exp (-(b * s)) *
        (∫ r in Ioi s, r ^ n * Real.exp (-(a * r))) =
      ∑ k ∈ Finset.range (n + 1),
        ((n.factorial : ℝ) / a ^ (n + 1) * (a ^ k / (k.factorial : ℝ))) *
          (((m + k).factorial : ℝ) / (a + b) ^ (m + k + 1)) := by
  -- insert the tail formula and merge the two exponentials
  have h : ∀ s : ℝ, s ^ m * Real.exp (-(b * s)) *
        (∫ r in Ioi s, r ^ n * Real.exp (-(a * r))) =
      ∑ k ∈ Finset.range (n + 1),
        ((n.factorial : ℝ) / a ^ (n + 1) * (a ^ k / (k.factorial : ℝ))) *
          (s ^ (m + k) * Real.exp (-((a + b) * s))) := by
    intro s
    have hE : Real.exp (-((a + b) * s)) = Real.exp (-(a * s)) * Real.exp (-(b * s)) := by
      rw [← Real.exp_add]
      congr 1
      ring
    rw [integral_tail ha, Finset.mul_sum, Finset.mul_sum]
    refine Finset.sum_congr rfl fun k _ => ?_
    rw [hE, mul_pow, pow_add]
    ring
  simp_rw [h]
  -- each term is now a full radial moment with exponent `a + b`
  rw [MeasureTheory.integral_finsetSum _ fun k _ =>
    Integrable.const_mul (integrableOn_pow_mul_exp hab (m + k) 0) _]
  refine Finset.sum_congr rfl fun k _ => ?_
  rw [integral_const_mul, integral_moment hab]

end

end SlaterTailIntegral
```

In atomic-structure calculations with Slater-type orbitals, this is the contribution of one radial ordering to a Slater integral, for a single pair of exponential terms with natural powers. The opposite ordering is the same formula with the two electrons exchanged, which needs \(b>0\), and with the powers changed because the multipole factor is then distributed the other way. The normalisation constants, and the angular coefficients that multiply the radial integral in the full repulsion integral, have to be supplied separately.

```lean
#print axioms SlaterTailIntegral.integral_tail
#print axioms SlaterTailIntegral.integral_head
#print axioms SlaterTailIntegral.integral_two_electron
```

```
'SlaterTailIntegral.integral_tail' depends on axioms: [propext, Classical.choice, Quot.sound]
'SlaterTailIntegral.integral_head' depends on axioms: [propext, Classical.choice, Quot.sound]
'SlaterTailIntegral.integral_two_electron' depends on axioms: [propext, Classical.choice, Quot.sound]
```
